# The Coulomb interaction minus its Yukawa part lies strictly between 0 and μ

Subtracting the Yukawa interaction exp(−μr)/r from the Coulomb interaction 1/r leaves the long-range part (1 − exp(−μr))/r. The theorem states that for real μ > 0 and every distance r > 0 this remainder is strictly positive and strictly less than μ. The interactions are written as bare functions of distance, without charges or other prefactors. For positivity, the attempt shows that exp(−μr) < 1, so that a positive numerator is divided by a positive r. For the upper bound it uses the strict inequality 1 − μr < exp(−μr), after multiplying the claim through by r.

As first written in Lean, the proof fails:

```lean
import Mathlib

open Filter Topology Set

namespace YukawaRangeSeparation

noncomputable section

/-- The long-range part of the Coulomb interaction 1/r that remains after the Yukawa
interaction exp(-μr)/r has been subtracted. -/
def longRange (μ r : ℝ) : ℝ := (1 - Real.exp (-(μ * r))) / r

/-- For μ > 0, the long-range interaction is positive and below μ at every positive distance. -/
theorem longRange_pos_and_lt {μ r : ℝ} (hμ : 0 < μ) (hr : 0 < r) :
    0 < longRange μ r ∧ longRange μ r < μ := by
  have hx : 0 < μ * r := mul_pos hμ hr
  constructor
  · have h : Real.exp (-(μ * r)) < 1 := Real.exp_lt_one (by linarith)
    exact div_pos (by linarith) hr
  · have h := Real.add_one_lt_exp (x := -(μ * r)) (by linarith)
    unfold longRange
    rw [div_lt_iff₀ hr]
    linarith

end

end YukawaRangeSeparation
```

The compiler's answer:

```
Main.lean:18:40: error(lean.unknownIdentifier): Unknown constant `Real.exp_lt_one`
```

Diagnosis. The message says that Lean knows no constant called `Real.exp_lt_one`. The attempt calls on it in the positivity half, as a lemma that would turn a proof of −μr < 0 into a proof of exp(−μr) < 1. The inequality itself is true, since μr > 0 is already available as `hx`; only the name is at fault.

The repair uses `Real.exp_lt_one_iff`, which does exist and states an equivalence: the exponential of a real number is less than 1 exactly when that number is negative. Because it is an equivalence and not an implication, it can't be applied directly to a proof of negativity. The added `.mpr` selects the direction from right to left, which takes −μr < 0 and returns exp(−μr) < 1. The argument `(by linarith)` stays as it was and proves −μr < 0 from `hx`. The rest of the proof is unchanged.

As a diff, the version that Lean accepts:

```diff
@@ -16,5 +16,5 @@
   have hx : 0 < μ * r := mul_pos hμ hr
   constructor
-  · have h : Real.exp (-(μ * r)) < 1 := Real.exp_lt_one (by linarith)
+  · have h : Real.exp (-(μ * r)) < 1 := Real.exp_lt_one_iff.mpr (by linarith)
     exact div_pos (by linarith) hr
   · have h := Real.add_one_lt_exp (x := -(μ * r)) (by linarith)
```
